# For real symmetric A and B, normalised RPA modes with positive frequencies give a symmetric ring-CCD amplitude t with 1 − t² positive definite

I have solved the RPA equations for a closed-shell molecule with real orbitals. All frequencies are positive, and I have the excitation parts $X$ and the de-excitation parts $Y$ of the modes, one mode per column. From them I form $t = YX^{-1}$, the doubles amplitude of ring coupled-cluster doubles (ring CCD).

The element $t_{ij}$ describes excitations $i$ and $j$ occurring together, and such a pair has no order, so $t$ ought to be symmetric. But neither $X$ nor $Y$ is symmetric, and I see nothing in the product that would make it so. I am also unsure about its size. If $t$ is symmetric and the excitations are treated as bosons with creation operators $b_i^\dagger$, the correlated state $\exp(\tfrac12\sum_{ij} t_{ij} b_i^\dagger b_j^\dagger)|0\rangle$ has finite norm only when $1-t^2$ is positive definite. What guarantees the symmetry and the bound, and could $X$ turn out singular?

## Symmetry comes from the frequencies, the bound from the normalisation

Let $A$ and $B$ be the real symmetric RPA matrices, and let $W$ be the diagonal matrix of the frequencies $\omega_i > 0$ (not the screened interaction, which often has the same letter). The modes satisfy

$$AX + BY = XW, \qquad -BX - AY = YW .$$

These equations make $t$ symmetric whenever $X$ is invertible. The normalisation $X^TX - Y^TY = 1$ then supplies both the invertibility of $X$ and the bound on $t$. Its off-diagonal entries say that different modes are orthogonal in this sense, which has to be arranged when frequencies are degenerate.

**Symmetry.** Put $D = X^TY - Y^TX$. The transposed equations are $X^TA + Y^TB = WX^T$ and $-X^TB - Y^TA = WY^T$. Hence

$$\begin{aligned}
DW + WD &= X^T(YW) - Y^T(XW) + (WX^T)Y - (WY^T)X\\
&= -X^TBX - X^TAY - Y^TAX - Y^TBY\\
&\quad + X^TAY + Y^TBY + X^TBX + Y^TAX = 0 .
\end{aligned}$$

Entry by entry this says $(\omega_i+\omega_j)D_{ij}=0$. The sum of two positive frequencies is not zero, so $D=0$ and $X^TY = Y^TX$. With $Y = tX$ this becomes $X^T t X = X^T t^T X$, and cancelling $X^T$ on the left and $X$ on the right gives $t = t^T$.

**Invertibility.** Suppose $Xv=0$. Taking the normalisation between $v^T$ and $v$ gives $-|Yv|^2 = |v|^2$, so $v=0$.

**The bound.** Write $Z = X^{-1}$. Then

$$1 - t^Tt = Z^T(X^TX - Y^TY)Z = Z^TZ .$$

Since $t^T=t$, the left side is $1-t^2$. For $x\neq 0$ we have $x^TZ^TZx = |Zx|^2 > 0$, because $Zx=0$ would give $x = XZx = 0$. The eigenvalues of $t$ therefore lie strictly between $-1$ and $1$.

It is easy to write $t^2$ in that identity too early. The normalisation alone controls $1-t^Tt$, and for a non-symmetric $t$ this differs from $1-t^2$, so the symmetry has to be established first.

**Amplitude equation and energy.** For invertible $X$, the mode equations also give

$$(B + At + tA + tBt)X = BX + AY + t(AX+BY) = BX + AY + YW = 0,$$

where $tXW = YW$ was used. Cancelling $X$ leaves the ring-CCD equation $B+At+tA+tBt=0$. Likewise $(A+Bt)X = XW$, so $A+Bt = XWX^{-1}$, and the trace gives

$$\tfrac12\operatorname{tr}(Bt) = \tfrac12\Big(\sum_i\omega_i - \operatorname{tr}A\Big).$$

This is the plasmon formula for the correlation energy in direct RPA, here as a trace identity for finite real matrices.

## Two coupled excitations with frequencies 8 and 42

Take

$$A=\begin{pmatrix}33&-12\\-12&26\end{pmatrix},\quad B=\begin{pmatrix}27/5&36/5\\36/5&48/5\end{pmatrix},\quad X=\begin{pmatrix}3/4&-4/5\\1&3/5\end{pmatrix},\quad Y=\begin{pmatrix}-9/20&0\\-3/5&0\end{pmatrix}.$$

Here $\det X = 9/20+4/5 = 5/4$, and

$$X^{-1}=\begin{pmatrix}12/25&16/25\\-4/5&3/5\end{pmatrix},\qquad t = YX^{-1} = -\frac1{125}\begin{pmatrix}27&36\\36&48\end{pmatrix}.$$

The result is symmetric although $X$ and $Y$ are not. Its eigenvalues are $-3/5$ and $0$, so those of $1-t^2$ are $16/25$ and $1$. For the energy, $\operatorname{tr}(Bt) = -9$, and indeed $8+42-(33+26) = -9$. Both sides of the plasmon formula equal $-9/2$. The numbers are chosen to illustrate the algebra: in direct RPA with canonical orbitals $A-B$ would be the diagonal matrix of orbital-energy differences, and here it is not diagonal.

## The RPA problem as matrices over a finite index set

In the Lean code below, `n` is a finite set that labels the excitations, and the same set labels the modes. The matrices `X` and `Y` are therefore square, which amounts to having one positive-frequency mode per excitation. `RPAModes A B X Y ω` is the proposition that the two mode equations hold, with `diagonal ω` for $W$. `A.IsSymm` means $A^T=A$, and `IsUnit X.det` says that $X$ is invertible.

The main theorem, `ring_amplitude_symm_and_posDef`, assumes symmetric `A` and `B`, positive frequencies, the mode equations and the normalisation. It concludes that $X$ is invertible, that `Y * X⁻¹` is symmetric, and that `1 - (Y * X⁻¹) ^ 2` is positive definite. `PosDef` includes symmetry of the matrix as well as a strictly positive quadratic form. Mathlib assigns a value to `X⁻¹` even for singular `X`, and the first conclusion rules that case out. The lemmas on the amplitude use the condition `t * X = Y` instead of an inverse.

A full set of normalised modes with positive frequencies is assumed here and not derived from $A$ and $B$. Such a set exists exactly when $A+B$ and $A-B$ are positive definite. If $A$ and $B$ contain Hartree–Fock exchange, this means that the Hartree–Fock reference is stable against the excitations included, and a frequency goes to zero as an instability is approached. In direct RPA the condition holds whenever a gap separates the occupied orbitals from the empty ones above them, so positive frequencies there do not show that the reference is stable. The matrices are real, which corresponds to real orbitals. The step from the electronic Hamiltonian to $A$, $B$ and the ring-CCD equation, where all other coupled-cluster diagrams are discarded, is left to the physics. The amplitude is shown to solve the ring-CCD equation, which is quadratic and may have other solutions.

```lean
import Mathlib

open Matrix

namespace RingCCD

variable {n : Type*} [Fintype n] [DecidableEq n]

/-- The RPA equations `A X + B Y = X W` and `-B X - A Y = Y W`, where `W` is the diagonal
matrix of the frequencies `ω` and the columns of `X` and `Y` are the excitation and
de-excitation parts of the modes. -/
structure RPAModes (A B X Y : Matrix n n ℝ) (ω : n → ℝ) : Prop where
  excitation : A * X + B * Y = X * diagonal ω
  deexcitation : -(B * X) - A * Y = Y * diagonal ω

/-- A matrix that anticommutes with a diagonal matrix of positive frequencies vanishes. -/
theorem eq_zero_of_anticommute {D : Matrix n n ℝ} {ω : n → ℝ} (hω : ∀ i, 0 < ω i)
    (h : D * diagonal ω + diagonal ω * D = 0) : D = 0 := by
  ext i j
  have hij := congrFun (congrFun h i) j
  simp only [Matrix.add_apply, mul_diagonal, diagonal_mul, Matrix.zero_apply] at hij
  have hs : (ω i + ω j) * D i j = 0 := by linarith
  have hp : ω i + ω j ≠ 0 := (add_pos (hω i) (hω j)).ne'
  simpa using (mul_eq_zero.mp hs).resolve_left hp

/-- For symmetric `A`, `B` and positive frequencies, the RPA modes satisfy
`Xᵀ Y = Yᵀ X`. -/
theorem modes_cross_symm {A B X Y : Matrix n n ℝ} {ω : n → ℝ} (hA : A.IsSymm)
    (hB : B.IsSymm) (hω : ∀ i, 0 < ω i) (h : RPAModes A B X Y ω) :
    Xᵀ * Y = Yᵀ * X := by
  -- the transposed RPA equations
  have e1 := congrArg transpose h.excitation
  have e2 := congrArg transpose h.deexcitation
  simp only [transpose_add, transpose_sub, transpose_neg, transpose_mul,
    diagonal_transpose, hA.eq, hB.eq] at e1 e2
  apply sub_eq_zero.mp
  apply eq_zero_of_anticommute hω
  calc (Xᵀ * Y - Yᵀ * X) * diagonal ω + diagonal ω * (Xᵀ * Y - Yᵀ * X)
      = Xᵀ * (Y * diagonal ω) - Yᵀ * (X * diagonal ω)
        + ((diagonal ω * Xᵀ) * Y - (diagonal ω * Yᵀ) * X) := by noncomm_ring
    _ = 0 := by
      rw [← h.excitation, ← h.deexcitation, ← e1, ← e2]
      noncomm_ring

/-- Let `X` and `Y` satisfy the RPA equations with symmetric `A`, `B` and positive frequencies, and
let `X` be invertible. Then the ring amplitude `t` defined by `t X = Y` is symmetric, whatever the
normalisation of the modes. -/
theorem amplitude_symm {A B X Y t : Matrix n n ℝ} {ω : n → ℝ} (hA : A.IsSymm)
    (hB : B.IsSymm) (hω : ∀ i, 0 < ω i) (h : RPAModes A B X Y ω)
    (hX : IsUnit X.det) (ht : t * X = Y) : t.IsSymm := by
  have hM := modes_cross_symm hA hB hω h
  obtain ⟨Z, hZ⟩ : ∃ Z, X * Z = 1 := ⟨X⁻¹, mul_nonsing_inv X hX⟩
  have hZt : Zᵀ * Xᵀ = 1 := by rw [← transpose_mul, hZ, transpose_one]
  -- cancel `Xᵀ` on the left and `X` on the right
  show tᵀ = t
  calc tᵀ = (Zᵀ * Xᵀ) * tᵀ * (X * Z) := by rw [hZt, hZ, one_mul, mul_one]
    _ = Zᵀ * ((t * X)ᵀ * X) * Z := by rw [transpose_mul t X]; noncomm_ring
    _ = Zᵀ * (Xᵀ * (t * X)) * Z := by rw [ht, hM]
    _ = (Zᵀ * Xᵀ) * t * (X * Z) := by noncomm_ring
    _ = t := by rw [hZt, hZ, one_mul, mul_one]

omit [DecidableEq n] in
/-- The squared length of `M v` is the quadratic form of `Mᵀ M` at `v`. -/
theorem quadratic_form (M : Matrix n n ℝ) (v : n → ℝ) :
    v ⬝ᵥ ((Mᵀ * M) *ᵥ v) = (M *ᵥ v) ⬝ᵥ (M *ᵥ v) := by
  rw [← Matrix.mulVec_mulVec, Matrix.dotProduct_mulVec, Matrix.vecMul_transpose]

/-- The normalisation `Xᵀ X - Yᵀ Y = 1` makes the excitation block `X` invertible. -/
theorem isUnit_of_normalised {X Y : Matrix n n ℝ} (hN : Xᵀ * X - Yᵀ * Y = 1) :
    IsUnit X.det := by
  rw [isUnit_iff_ne_zero]
  intro hdet
  obtain ⟨v, hv, hXv⟩ := Matrix.exists_mulVec_eq_zero_iff.mpr hdet
  -- a null vector of `X` would have non-positive squared length
  have hq : v ⬝ᵥ ((Xᵀ * X - Yᵀ * Y) *ᵥ v) = v ⬝ᵥ v := by rw [hN, one_mulVec]
  rw [sub_mulVec, dotProduct_sub, quadratic_form, quadratic_form, hXv,
    zero_dotProduct] at hq
  have hY : 0 ≤ (Y *ᵥ v) ⬝ᵥ (Y *ᵥ v) := Finset.sum_nonneg fun i _ => mul_self_nonneg _
  have hvv : 0 ≤ v ⬝ᵥ v := Finset.sum_nonneg fun i _ => mul_self_nonneg _
  exact hv (dotProduct_self_eq_zero.mp (by linarith))

/-- Let `A`, `B` be symmetric and let the RPA modes have positive frequencies and the
normalisation `Xᵀ X - Yᵀ Y = 1`. Then `X` is invertible, the ring amplitude `t = Y X⁻¹` is
symmetric, and `1 - t²` is positive definite. -/
theorem ring_amplitude_symm_and_posDef {A B X Y : Matrix n n ℝ} {ω : n → ℝ}
    (hA : A.IsSymm) (hB : B.IsSymm) (hω : ∀ i, 0 < ω i) (h : RPAModes A B X Y ω)
    (hN : Xᵀ * X - Yᵀ * Y = 1) :
    IsUnit X.det ∧ (Y * X⁻¹).IsSymm ∧ (1 - (Y * X⁻¹) ^ 2).PosDef := by
  have hX := isUnit_of_normalised hN
  have ht : Y * X⁻¹ * X = Y := by rw [mul_assoc, nonsing_inv_mul X hX, mul_one]
  have hs := amplitude_symm hA hB hω h hX ht
  refine ⟨hX, hs, ?_⟩
  have hZ : X * X⁻¹ = 1 := mul_nonsing_inv X hX
  generalize X⁻¹ = Z at hs hZ ⊢
  have hZt : Zᵀ * Xᵀ = 1 := by rw [← transpose_mul, hZ, transpose_one]
  -- the normalisation turns `1 - t²` into a Gram matrix
  have hG : 1 - (Y * Z) ^ 2 = Zᵀ * Z := by
    calc 1 - (Y * Z) ^ 2 = (Zᵀ * Xᵀ) * (X * Z) - (Y * Z)ᵀ * (Y * Z) := by
          rw [hZt, hZ, hs.eq, one_mul, pow_two]
      _ = Zᵀ * (Xᵀ * X - Yᵀ * Y) * Z := by rw [transpose_mul Y Z]; noncomm_ring
      _ = Zᵀ * Z := by rw [hN, mul_one]
  rw [hG, Matrix.posDef_iff_dotProduct_mulVec]
  constructor
  · show (Zᵀ * Z)ᴴ = Zᵀ * Z
    rw [conjTranspose_eq_transpose_of_trivial, transpose_mul, transpose_transpose]
  · intro x hx
    rw [star_trivial, quadratic_form]
    have h0 : 0 ≤ (Z *ᵥ x) ⬝ᵥ (Z *ᵥ x) := Finset.sum_nonneg fun i _ => mul_self_nonneg _
    refine lt_of_le_of_ne h0 fun he => hx ?_
    have hzx : Z *ᵥ x = 0 := dotProduct_self_eq_zero.mp he.symm
    rw [← one_mulVec x, ← hZ, ← Matrix.mulVec_mulVec, hzx, mulVec_zero]

/-- If `X` and `Y` satisfy the RPA equations and `X` is invertible, the amplitude `t` with `t X = Y`
solves the ring-CCD equation `B + A t + t A + t B t = 0`. -/
theorem ring_ccd_equation {A B X Y t : Matrix n n ℝ} {ω : n → ℝ}
    (h : RPAModes A B X Y ω) (hX : IsUnit X.det) (ht : t * X = Y) :
    B + A * t + t * A + t * B * t = 0 := by
  obtain ⟨Z, hZ⟩ : ∃ Z, X * Z = 1 := ⟨X⁻¹, mul_nonsing_inv X hX⟩
  have hR : (B + A * t + t * A + t * B * t) * X = 0 := by
    calc (B + A * t + t * A + t * B * t) * X
        = B * X + A * (t * X) + t * (A * X + B * (t * X)) := by noncomm_ring
      _ = 0 := by
        rw [ht, h.excitation, ← mul_assoc, ht, ← h.deexcitation]
        abel
  rw [← mul_one (B + A * t + t * A + t * B * t), ← hZ, ← mul_assoc, hR, zero_mul]

/-- If `X` and `Y` satisfy the RPA equations with frequencies `ω`, `X` is invertible and `t X = Y`,
then the ring-CCD energy expression `½ tr (B t)` equals the plasmon formula, half the sum of the RPA
frequencies minus half the trace of `A`. -/
theorem plasmon_formula {A B X Y t : Matrix n n ℝ} {ω : n → ℝ}
    (h : RPAModes A B X Y ω) (hX : IsUnit X.det) (ht : t * X = Y) :
    (1 / 2) * trace (B * t) = (1 / 2) * (∑ i, ω i - trace A) := by
  obtain ⟨Z, hZ⟩ : ∃ Z, X * Z = 1 := ⟨X⁻¹, mul_nonsing_inv X hX⟩
  have hZ' : Z * X = 1 := mul_eq_one_comm.mp hZ
  -- `A + B t` is similar to the diagonal matrix of frequencies
  have hsim : A + B * t = X * diagonal ω * Z := by
    calc A + B * t = (A + B * t) * (X * Z) := by rw [hZ, mul_one]
      _ = (A * X + B * (t * X)) * Z := by noncomm_ring
      _ = X * diagonal ω * Z := by rw [ht, h.excitation]
  have htr := congrArg trace hsim
  rw [trace_add, trace_mul_comm (X * diagonal ω) Z, ← mul_assoc, hZ', one_mul,
    trace_diagonal] at htr
  linarith

/-- Two coupled excitations with frequencies 8 and 42 satisfy all hypotheses of
`ring_amplitude_symm_and_posDef`. -/
theorem ring_amplitude_witness :
    (!![33, -12; -12, 26] : Matrix (Fin 2) (Fin 2) ℝ).IsSymm ∧
    (!![27/5, 36/5; 36/5, 48/5] : Matrix (Fin 2) (Fin 2) ℝ).IsSymm ∧
    (∀ i, 0 < (![8, 42] : Fin 2 → ℝ) i) ∧
    RPAModes !![33, -12; -12, 26] !![27/5, 36/5; 36/5, 48/5]
      !![3/4, -4/5; 1, 3/5] !![-9/20, 0; -3/5, 0] ![8, 42] ∧
    (!![3/4, -4/5; 1, 3/5] : Matrix (Fin 2) (Fin 2) ℝ)ᵀ * !![3/4, -4/5; 1, 3/5]
      - (!![-9/20, 0; -3/5, 0] : Matrix (Fin 2) (Fin 2) ℝ)ᵀ * !![-9/20, 0; -3/5, 0] = 1 := by
  refine ⟨?_, ?_, ?_, ⟨?_, ?_⟩, ?_⟩
  · ext i j; fin_cases i <;> fin_cases j <;> norm_num [transpose_apply]
  · ext i j; fin_cases i <;> fin_cases j <;> norm_num [transpose_apply]
  · intro i; fin_cases i <;> norm_num
  all_goals
    ext i j
    fin_cases i <;> fin_cases j <;>
      norm_num [Matrix.mul_apply, Fin.sum_univ_two, diagonal_apply, transpose_apply]

/-- With frequencies 1 and -1, `B = 0` and `X = 1`, the RPA equations admit a `Y` for which
the amplitude `t = Y` is not symmetric. -/
theorem negative_frequency_not_symm :
    RPAModes !![1, 0; 0, -1] 0 1 !![0, 1; 0, 0] ![1, -1] ∧
    ¬ (!![0, 1; 0, 0] : Matrix (Fin 2) (Fin 2) ℝ).IsSymm := by
  refine ⟨⟨?_, ?_⟩, ?_⟩
  · ext i j
    fin_cases i <;> fin_cases j <;>
      norm_num [Matrix.mul_apply, Fin.sum_univ_two, diagonal_apply]
  · ext i j
    fin_cases i <;> fin_cases j <;>
      norm_num [Matrix.mul_apply, Fin.sum_univ_two, diagonal_apply]
  · intro h
    have h01 := congrFun (congrFun h.eq 0) 1
    norm_num [transpose_apply] at h01

end RingCCD
```

```lean
#print axioms RingCCD.ring_amplitude_symm_and_posDef
-- 'RingCCD.ring_amplitude_symm_and_posDef' depends on axioms: [propext, Classical.choice, Quot.sound]
#print axioms RingCCD.ring_ccd_equation
-- 'RingCCD.ring_ccd_equation' depends on axioms: [propext, Classical.choice, Quot.sound]
#print axioms RingCCD.plasmon_formula
-- 'RingCCD.plasmon_formula' depends on axioms: [propext, Classical.choice, Quot.sound]
#print axioms RingCCD.negative_frequency_not_symm
-- 'RingCCD.negative_frequency_not_symm' depends on axioms: [propext, Classical.choice, Quot.sound]
```

## From the mode equations to the Gram matrix in Lean

`eq_zero_of_anticommute` is the entrywise step: it reads off entry `i j`, obtains `(ω i + ω j) * D i j = 0`, and divides out the positive sum. `modes_cross_symm` transposes the two mode equations with `congrArg transpose`, and its `calc` block is the calculation of $DW+WD$. The tactic `noncomm_ring` expands the products without exchanging factors.

`amplitude_symm` takes a right inverse `Z` of `X` and inserts $Z^TX^T=1$ and $XZ=1$ around $t^T$. This carries out the two cancellations, and no normalisation is needed.

`quadratic_form` states $v^TM^TMv = |Mv|^2$. `isUnit_of_normalised` uses it on a supposed null vector of $X$, which exists if the determinant vanishes, and `linarith` then forces that vector to have zero length.

The main theorem combines these results. After `generalize` has replaced `X⁻¹` by `Z`, the step `hG` proves $1-t^2=Z^TZ$, using the symmetry `hs` to trade one factor $t$ for $t^T$. The last lines check that $Z^TZ$ is symmetric and that $|Zx|^2$ vanishes only for $x=0$.

`ring_ccd_equation` multiplies the residual by $X$, shows that the product is zero, and cancels $X$. `plasmon_formula` proves the similarity $A+Bt = XWX^{-1}$ as `hsim` and takes traces. Neither uses positive frequencies, the normalisation, or symmetry of $A$ and $B$.

`ring_amplitude_witness` checks that the two-mode matrices above satisfy every hypothesis of the main theorem. `negative_frequency_not_symm` has frequencies $1$ and $-1$, $B=0$, $X=1$, and a $Y$ whose only non-zero entry is off the diagonal, so that $t=Y$ is not symmetric. Non-zero frequencies are thus not enough for symmetry: here $\omega_i+\omega_j=0$ for the two different modes, and the corresponding entry of $D$ is left free. These modes are not normalised, but normalisation would not help. With the same $A$, $B$ and frequencies, $X=\operatorname{diag}(1,5/4)$ and a $Y$ whose only non-zero entry is $Y_{12}=3/4$ also solve the mode equations. They satisfy $X^TX-Y^TY=1$ and give $t_{12}=3/5$ but $t_{21}=0$.
